# A Determinant for the Generating Function of Free-Fermion Occupation Patterns

## Counting particles in a block

For a free-fermion chain in a number-conserving Gaussian state, the particle-number distribution in a block can be found as follows: one evaluates $\det(1-C+\mathrm{diag}(x)\,C)$ with $x_j=e^{i\lambda}$ for sites $j$ in the block and $x_j=1$ elsewhere, then Fourier transforms in $\lambda$. Here $C_{ij}=\langle c_i^\dagger c_j\rangle$ is the correlation matrix on $N$ sites. The determinant replaces a sum over $2^N$ occupation patterns.

For a number-conserving Gaussian state, the pattern with occupied set $S$ has probability $P(S)$, the determinant whose row $i$ is taken from $C$ if $i\in S$ and from $1-C$ otherwise. The claim is

$$\sum_S P(S)\prod_{i\in S}x_i=\det(1-C+\mathrm{diag}(x)\,C).$$

For such states this gives number fluctuations and, after a Jordan–Wigner transformation, parity strings in spin chains that map to free fermions without pairing terms, such as the open XX chain.

## Expanding row by row

Let $r_i$ be row $i$ of $C$ and $e_i$ row $i$ of the identity. Give each occupied site a factor $x_i$ and each empty site a factor $y_i$. The matrix $\mathrm{diag}(y)(1-C)+\mathrm{diag}(x)C$ has rows

$$y_i(e_i-r_i)+x_i r_i .$$

The determinant is linear in each row, so it expands into one term for each set $S$ of rows where the second summand is chosen. Pulling out the scalars gives

$$\det\big(\mathrm{diag}(y)(1-C)+\mathrm{diag}(x)C\big)=\sum_S P(S)\prod_{i\in S}x_i\prod_{i\notin S}y_i .$$

Setting $y=1$ gives the claim. Setting $x=1$ as well gives $\sum_S P(S)=\det 1=1$.

## Densities and parity strings

Fix a set of sites $A$, and write $M_A$ for the block of a matrix $M$ on $A$. If the rows of a matrix outside $A$ are $e_i$, listing $A$ first makes it block triangular with diagonal blocks $M_A$ and $1$, so its determinant is $\det M_A$.

- Take $x=1$, with $y=0$ on $A$ and $y=1$ elsewhere. Only patterns filling $A$ survive, and the rows are $r_i$ on $A$ and $e_i$ outside: $\sum_{S\supseteq A}P(S)=\det C_A$.
- Take $y=1$, with $x=-1$ on $A$ and $x=1$ elsewhere. The rows on $A$ are $e_i-2r_i$: $\sum_S P(S)(-1)^{|S\cap A|}=\det(1-2C)_A$.

The same argument with $y=1$, and $x=0$ on $A$ and $1$ elsewhere, gives the probability that $A$ is empty, $\det(1-C)_A$; this last formula has no Lean theorem below.

## Wick's determinants fix the weights

Suppose weights $Q(S)$ satisfy $\sum_{S\supseteq A}Q(S)=\det C_A$ for every $A$. Then $P$ and $Q$ have the same sums over supersets. They agree on the full pattern, which has no larger one. If they agree on all patterns strictly containing $A$, subtracting those terms gives $Q(A)=P(A)$.

Imposing the condition only for sets of at most one site is not enough. On two sites with $C=\tfrac12\cdot 1$, let $Q=\tfrac12$ on the empty and full patterns and $0$ otherwise. Total weight and densities agree with those of $P$, but $P(S)=\tfrac14$ for every $S$.

## Reading the Lean statements

The finite type `n` labels the sites, `Finset n` holds patterns and blocks, and `C` is any complex square matrix. `patternWeight C S` is $P(S)$ and `blockDet M A` is $\det M_A$. The weights are complex numbers; no positivity is claimed.

Fock space does not appear. The link to a physical state is the hypothesis `h` of `eq_patternWeight_of_wick`: the state's density correlations are the principal minors of $C$, as Wick's theorem gives for number-conserving Gaussian states.

```lean
import Mathlib

open Matrix

namespace FreeFermionCounting

variable {n : Type*} [Fintype n] [DecidableEq n]

/-- The weight of the occupation pattern `S`: the determinant whose row `i` comes from `C`
if site `i` is in `S`, and from `1 - C` otherwise. -/
noncomputable def patternWeight (C : Matrix n n ℂ) (S : Finset n) : ℂ :=
  det (Matrix.of fun i j => if i ∈ S then C i j else (1 - C) i j)

/-- The principal minor of `M` on the set of sites `A`. -/
noncomputable def blockDet (M : Matrix n n ℂ) (A : Finset n) : ℂ :=
  det (M.submatrix (fun i : A => (i : n)) (fun i : A => (i : n)))

/-- With a factor `x i` for each occupied site and `y i` for each empty site, the sum over all
occupation patterns is a single determinant. -/
theorem sum_two_weights (C : Matrix n n ℂ) (x y : n → ℂ) :
    ∑ S : Finset n, patternWeight C S * ((∏ i ∈ S, x i) * ∏ i ∈ Sᶜ, y i) =
      det (diagonal y * (1 - C) + diagonal x * C) := by
  -- expand the determinant of a sum of two matrices row by row
  have key := (detRowAlternating (n := n) (R := ℂ)).toMultilinearMap.map_add_univ
    (fun i => (diagonal x * C) i) (fun i => (diagonal y * (1 - C)) i)
  rw [add_comm]
  refine Eq.trans ?_ key.symm
  refine Finset.sum_congr rfl fun S _ => ?_
  have h : (∏ i ∈ S, x i) * ∏ i ∈ Sᶜ, y i = ∏ i, if i ∈ S then x i else y i := by
    rw [← Finset.prod_mul_prod_compl S (fun i => if i ∈ S then x i else y i)]
    congr 1
    · exact Finset.prod_congr rfl fun i hi => by simp [hi]
    · exact Finset.prod_congr rfl fun i hi => by simp [Finset.mem_compl.mp hi]
  -- pull the site factors into the rows
  rw [h, mul_comm, patternWeight, ← det_mul_column]
  change det _ = det _
  refine congrArg det ?_
  ext i j
  by_cases hi : i ∈ S <;> simp [Finset.piecewise, hi, diagonal_mul]

/-- Full counting statistics: the generating function of the pattern weights, a sum of `2 ^ N`
terms for `N` sites, equals one `N × N` determinant. -/
theorem generating_function (C : Matrix n n ℂ) (x : n → ℂ) :
    ∑ S : Finset n, patternWeight C S * ∏ i ∈ S, x i =
      det (1 - C + diagonal x * C) := by
  have h := sum_two_weights C x (fun _ => 1)
  simpa using h

/-- The pattern weights sum to one. -/
theorem sum_patternWeight (C : Matrix n n ℂ) :
    ∑ S : Finset n, patternWeight C S = 1 := by
  simpa using generating_function C (fun _ => 1)

/-- If each row of `M` outside `A` is replaced by the corresponding row of the identity, the
determinant of the result is the principal minor of `M` on `A`. -/
theorem det_identity_rows (M : Matrix n n ℂ) (A : Finset n) :
    det (Matrix.of fun i j => if i ∈ A then M i j else (1 : Matrix n n ℂ) i j) =
      blockDet M A := by
  have t := twoBlockTriangular_det
    (Matrix.of fun i j => if i ∈ A then M i j else (1 : Matrix n n ℂ) i j)
    (fun i => i ∈ A) (by
      intro i hi j hj
      have hij : i ≠ j := fun e => hi (e ▸ hj)
      simp [hi, hij])
  have h1 : toSquareBlockProp
      (Matrix.of fun i j => if i ∈ A then M i j else (1 : Matrix n n ℂ) i j)
      (fun i => i ∈ A) = M.submatrix (fun i : A => (i : n)) (fun i : A => (i : n)) := by
    ext i j
    have hi : (i : n) ∈ A := i.2
    simp [toSquareBlockProp, hi]
  have h2 : toSquareBlockProp
      (Matrix.of fun i j => if i ∈ A then M i j else (1 : Matrix n n ℂ) i j)
      (fun i => ¬ i ∈ A) = 1 := by
    ext i j
    have hi : (i : n) ∉ A := i.2
    simp [toSquareBlockProp, hi, Matrix.one_apply, Subtype.ext_iff]
  rw [h1, h2, det_one, mul_one] at t
  unfold blockDet
  convert t

/-- The total weight of the patterns in which every site of `A` is occupied is the principal
minor of `C` on `A`. -/
theorem sum_occupied (C : Matrix n n ℂ) (A : Finset n) :
    ∑ S : Finset n with A ⊆ S, patternWeight C S = blockDet C A := by
  -- weight zero for an empty site in `A` selects the patterns that fill `A`
  have h := sum_two_weights C (fun _ => 1) (fun i => if i ∈ A then 0 else 1)
  have hM : diagonal (fun i => if i ∈ A then (0 : ℂ) else 1) * (1 - C) +
      diagonal (fun _ => (1 : ℂ)) * C =
      Matrix.of fun i j => if i ∈ A then C i j else (1 : Matrix n n ℂ) i j := by
    ext i j
    by_cases hi : i ∈ A <;> simp [diagonal_mul, hi]
  rw [← det_identity_rows, Finset.sum_filter, ← hM, ← h]
  refine Finset.sum_congr rfl fun S _ => ?_
  by_cases hS : A ⊆ S
  · have hp : ∏ i ∈ Sᶜ, (if i ∈ A then (0 : ℂ) else 1) = 1 :=
      Finset.prod_eq_one fun i hi => if_neg fun hA => Finset.mem_compl.mp hi (hS hA)
    rw [if_pos hS, hp]
    simp
  · obtain ⟨i, hiA, hiS⟩ := Finset.not_subset.mp hS
    have hp : ∏ i ∈ Sᶜ, (if i ∈ A then (0 : ℂ) else 1) = 0 :=
      Finset.prod_eq_zero (Finset.mem_compl.mpr hiS) (if_pos hiA)
    rw [if_neg hS, hp]
    simp

/-- The parity string on `A`, with a sign `-1` for each occupied site of `A`, averages to the
principal minor of `1 - 2 C` on `A`. -/
theorem parity_string (C : Matrix n n ℂ) (A : Finset n) :
    ∑ S : Finset n, patternWeight C S * (-1) ^ (S ∩ A).card =
      blockDet (1 - (2 : ℂ) • C) A := by
  have h := generating_function C (fun i => if i ∈ A then -1 else 1)
  have hM : 1 - C + diagonal (fun i => if i ∈ A then (-1 : ℂ) else 1) * C =
      Matrix.of fun i j =>
        if i ∈ A then (1 - (2 : ℂ) • C) i j else (1 : Matrix n n ℂ) i j := by
    ext i j
    by_cases hi : i ∈ A
    · simp [diagonal_mul, hi]
      ring
    · simp [diagonal_mul, hi]
  rw [← det_identity_rows, ← hM, ← h]
  refine Finset.sum_congr rfl fun S _ => ?_
  rw [Finset.prod_ite, Finset.prod_const, Finset.prod_const_one, mul_one,
    Finset.filter_mem_eq_inter]

/-- If a weight `Q` on occupation patterns has the principal minors of `C` as its density
correlations, as in Wick's theorem, then `Q` is the pattern weight of `C`. -/
theorem eq_patternWeight_of_wick (C : Matrix n n ℂ) (Q : Finset n → ℂ)
    (h : ∀ A : Finset n, ∑ S : Finset n with A ⊆ S, Q S = blockDet C A) :
    Q = patternWeight C := by
  -- induction on the number of empty sites
  have main : ∀ k : ℕ, ∀ A : Finset n, (Aᶜ).card = k → Q A = patternWeight C A := by
    intro k
    induction k using Nat.strong_induction_on with
    | _ k ih =>
      intro A hA
      have e := (h A).trans (sum_occupied C A).symm
      have hmem : A ∈ Finset.univ.filter (fun S : Finset n => A ⊆ S) := by simp
      have a1 := Finset.add_sum_erase _ Q hmem
      have a2 := Finset.add_sum_erase _ (patternWeight C) hmem
      -- patterns strictly larger than `A` have fewer empty sites
      have r : ∑ S ∈ (Finset.univ.filter (fun S : Finset n => A ⊆ S)).erase A, Q S =
          ∑ S ∈ (Finset.univ.filter (fun S : Finset n => A ⊆ S)).erase A,
            patternWeight C S := by
        refine Finset.sum_congr rfl fun S hS => ?_
        obtain ⟨hne, hm⟩ := Finset.mem_erase.mp hS
        have hlt := Finset.card_lt_card
          (Finset.ssubset_iff_subset_ne.mpr ⟨(Finset.mem_filter.mp hm).2, hne.symm⟩)
        have hle := Finset.card_le_univ S
        refine ih (Sᶜ).card ?_ S rfl
        rw [← hA, Finset.card_compl, Finset.card_compl]
        omega
      linear_combination a1 - a2 + e - r
  exact funext fun A => main _ A rfl

end FreeFermionCounting
```

```lean
#print axioms FreeFermionCounting.generating_function
#print axioms FreeFermionCounting.sum_patternWeight
#print axioms FreeFermionCounting.parity_string
#print axioms FreeFermionCounting.eq_patternWeight_of_wick
```

```
'FreeFermionCounting.generating_function' depends on axioms: [propext, Classical.choice, Quot.sound]
'FreeFermionCounting.sum_patternWeight' depends on axioms: [propext, Classical.choice, Quot.sound]
'FreeFermionCounting.parity_string' depends on axioms: [propext, Classical.choice, Quot.sound]
'FreeFermionCounting.eq_patternWeight_of_wick' depends on axioms: [propext, Classical.choice, Quot.sound]
```

## From the expansion to the Lean proof

In `sum_two_weights`, `map_add_univ` performs the row expansion, `h` merges the two products into one, and `det_mul_column` moves the factors into the rows. `generating_function` and `sum_patternWeight` are specialisations.

`det_identity_rows` applies `twoBlockTriangular_det` and identifies the two diagonal blocks. In `sum_occupied` and `parity_string`, `hM` computes the rows for the chosen weights. The former then splits on `A ⊆ S`, where the product of weights is one or zero; the latter turns its product into a power of $-1$.

`eq_patternWeight_of_wick` uses strong induction on the number of empty sites. `Finset.add_sum_erase` separates the term for `A`, `r` equates the sums over larger patterns, and `linear_combination` does the subtraction.
